# For nearest-neighbour hopping on a simple cubic lattice, the parabolic approximation changes the mean kinetic energy of a hydrogenic 1s exciton by a relative error of at most $5a^2/(12b^2)$

Before a weakly bound exciton is treated as a hydrogen atom, the band dispersion of the electron-hole pair is replaced by a parabola. For a nearest-neighbour cubic band with lattice spacing $a$ and an assumed 1s state of exciton Bohr radius $b$, the mean kinetic energy then errs by at most $5a^2/(12b^2)$, relative to the parabolic value. At $b=10a$ this upper bound is about 0.42 %.

In Lean 4 with Mathlib:

```lean
import Mathlib

open MeasureTheory MeasureTheory.Measure Set Filter Topology Real

namespace WannierMottParabolic

noncomputable section
```

## Lattice energy and 1s state

The relative momentum $k$ has real components $k_i$, $i=0,1,2$, and Euclidean norm $\|k\|$.

```lean
/-- Three-dimensional momentum space. -/
abbrev Momentum := EuclideanSpace ℝ (Fin 3)
```

Energies are measured in units where $\hbar^2/(2\mu)=1$, with $\mu$ the reduced mass of the pair at the band edge. The parabolic energy is then $\|k\|^2$, and nearest-neighbour hopping gives

$$T_a(k)=\sum_i \frac{2(1-\cos k_i a)}{a^2}.$$

```lean
/-- Nearest-neighbour kinetic energy on a cubic lattice of spacing `a`, in units where the
parabolic energy is `‖k‖ ^ 2`. -/
def latticeKinetic (a : ℝ) (k : Momentum) : ℝ :=
  ∑ i, 2 * (1 - Real.cos (k i * a)) / a ^ 2
```

The 1s envelope $e^{-r/b}$, with $r$ the electron-hole distance, has a Fourier transform proportional to $(1+\|k\|^2b^2)^{-2}$. Its square is the momentum density, up to a constant:

$$\rho_b(y)=(1+y^2b^2)^{-4},\qquad y=\|k\|.$$

The normalised density is $8b^3\rho_b/\pi^2$. This hydrogenic form is postulated: it stands for a screened Coulomb attraction between carriers with parabolic bands, and is not obtained by solving the lattice problem.

```lean
/-- Unnormalised 1s momentum density at wave number `y` for exciton radius `b`. -/
def density (b y : ℝ) : ℝ := ((1 + y ^ 2 * b ^ 2) ^ 4)⁻¹
```

Since $\rho_b$ is unnormalised, a mean is a ratio of integrals over all of $\mathbb R^3$:

$$\langle f\rangle_b=\frac{\int f(k)\,\rho_b(\|k\|)\,d^3k}{\int\rho_b(\|k\|)\,d^3k}.$$

With $f=T_a$, this is the expectation value of the finite-difference Laplacian of spacing $a$, with its sign reversed, in the continuum 1s function.

An alternative model would restrict both integrals to the Brillouin zone $|k_i|\le\pi/a$. The pointwise estimate below would still apply, but the moments would depend on $a/b$ and lose their simple values $1/b^2$ and $5/b^4$.

```lean
/-- Mean of a function of momentum in the 1s exciton state of radius `b`. -/
def mean (b : ℝ) (f : Momentum → ℝ) : ℝ :=
  (∫ k : Momentum, f k * density b ‖k‖) / ∫ k : Momentum, density b ‖k‖
```

The radial integrals will need a primitive of the form

$$F(x)=c\arctan x+\frac{-cx+qx^3+rx^5}{(1+x^2)^3},$$

where $c,q,r$ are now real coefficients.

```lean
/-- An arctangent plus a rational function, used as primitive of the radial integrands. -/
def radialPrimitive (c q r x : ℝ) : ℝ :=
  c * Real.arctan x + (-c * x + q * x ^ 3 + r * x ^ 5) / (1 + x ^ 2) ^ 3
```

## The error at a single momentum

The function $\sin x-x+x^3/6$ has derivative $\cos x-1+x^2/2\ge0$ and vanishes at zero, so $\sin y\ge y-y^3/6$ for $y\ge0$. Put $y=|x|/2$ and use $\cos x=1-2\sin^2y$. If $y^2\le6$, the lower bound on the sine is non-negative and can be squared:

$$\sin^2y\ge y^2-\frac{y^4}{3}+\frac{y^6}{36}\ge y^2-\frac{y^4}{3}.$$

If $y^2\ge6$, the last expression is negative or zero and the inequality is immediate. In both cases

$$\cos x\le1-\frac{x^2}{2}+\frac{x^4}{24}.$$

The code makes the same case split, and `nlinarith` does the polynomial comparison.

```lean
/-- The cosine is at most its fourth-order Taylor polynomial about zero. -/
theorem cos_le_quartic (x : ℝ) : Real.cos x ≤ 1 - x ^ 2 / 2 + x ^ 4 / 24 := by
  have hd : ∀ x : ℝ, HasDerivAt (fun x : ℝ => Real.sin x - x + x ^ 3 / 6)
      (Real.cos x - 1 + x ^ 2 / 2) x := fun x =>
    (((Real.hasDerivAt_sin x).fun_sub (hasDerivAt_id' x)).fun_add
      ((hasDerivAt_pow 3 x).div_const 6)).congr_deriv (by
        simp only [Nat.cast_ofNat, Nat.reduceSub]; ring)
  have hmono : Monotone (fun x : ℝ => Real.sin x - x + x ^ 3 / 6) :=
    monotone_of_deriv_nonneg (fun x => (hd x).differentiableAt) (fun x => by
      rw [(hd x).deriv]; linarith [Real.one_sub_sq_div_two_le_cos (x := x)])
  have hy : 0 ≤ |x| / 2 := by positivity
  have hcos : Real.cos x = 1 - 2 * Real.sin (|x| / 2) ^ 2 := by
    rw [← Real.cos_abs x, show |x| = 2 * (|x| / 2) by ring, Real.cos_two_mul,
      show 2 * (|x| / 2) / 2 = |x| / 2 by ring]
    linarith [Real.sin_sq_add_cos_sq (|x| / 2)]
  have hx2 : x ^ 2 = 4 * (|x| / 2) ^ 2 := by rw [← sq_abs x]; ring
  have hx4 : x ^ 4 = 16 * (|x| / 2) ^ 4 := by
    rw [show x ^ 4 = (x ^ 2) ^ 2 by ring, hx2]; ring
  rw [hcos, hx2, hx4]
  generalize |x| / 2 = y at hy
  have hs : y - y ^ 3 / 6 ≤ Real.sin y := by
    have h := hmono hy
    norm_num at h
    linarith
  rcases le_total (y ^ 2) 6 with h | h
  · have h0 : 0 ≤ y - y ^ 3 / 6 := by nlinarith [mul_nonneg hy (sub_nonneg.2 h)]
    have h1 := pow_le_pow_left₀ h0 hs 2
    nlinarith [sq_nonneg (y ^ 3)]
  · nlinarith [sq_nonneg (Real.sin y), sq_nonneg y,
      mul_nonneg (sq_nonneg y) (sub_nonneg.2 h)]
```

Together with $\cos x\ge1-x^2/2$, setting $x=k_ia$ gives

$$k_i^2-\frac{a^2k_i^4}{12}\le\frac{2(1-\cos k_ia)}{a^2}\le k_i^2.$$

Summing over $i$ and using $\sum_i k_i^4\le(\sum_i k_i^2)^2$ yields

$$0\le\|k\|^2-T_a(k)\le\frac{a^2\|k\|^4}{12}.$$

In the code, `hu` and `hl` are the two one-component bounds and `hq` compares the quartic sums. The estimate holds for every $k$, inside the Brillouin zone or not.

```lean
/-- The parabolic energy exceeds the lattice energy by at most `a ^ 2 * ‖k‖ ^ 4 / 12`,
and is never below it. -/
theorem parabolic_error {a : ℝ} (ha : 0 < a) (k : Momentum) :
    0 ≤ ‖k‖ ^ 2 - latticeKinetic a k ∧
      ‖k‖ ^ 2 - latticeKinetic a k ≤ a ^ 2 * ‖k‖ ^ 4 / 12 := by
  have hn : ‖k‖ ^ 2 = k 0 ^ 2 + k 1 ^ 2 + k 2 ^ 2 := by
    rw [EuclideanSpace.norm_sq_eq, Fin.sum_univ_three]
    simp only [Real.norm_eq_abs, sq_abs]
  have ha2 : 0 < a ^ 2 := by positivity
  have hu : ∀ t : ℝ, 2 * (1 - Real.cos (t * a)) / a ^ 2 ≤ t ^ 2 := fun t => by
    rw [div_le_iff₀ ha2]
    nlinarith [Real.one_sub_sq_div_two_le_cos (x := t * a)]
  have hl : ∀ t : ℝ, t ^ 2 - a ^ 2 * t ^ 4 / 12 ≤ 2 * (1 - Real.cos (t * a)) / a ^ 2 :=
    fun t => by
      rw [le_div_iff₀ ha2]
      nlinarith [cos_le_quartic (t * a)]
  rw [show ‖k‖ ^ 4 = (‖k‖ ^ 2) ^ 2 by ring, hn, latticeKinetic, Fin.sum_univ_three]
  refine ⟨by linarith [hu (k 0), hu (k 1), hu (k 2)], ?_⟩
  -- the sum of fourth powers is at most the square of the sum of squares
  have hq : k 0 ^ 4 + k 1 ^ 4 + k 2 ^ 4 ≤ (k 0 ^ 2 + k 1 ^ 2 + k 2 ^ 2) ^ 2 := by
    nlinarith [mul_nonneg (sq_nonneg (k 0)) (sq_nonneg (k 1)),
      mul_nonneg (sq_nonneg (k 0)) (sq_nonneg (k 2)),
      mul_nonneg (sq_nonneg (k 1)) (sq_nonneg (k 2))]
  have hq' := mul_le_mul_of_nonneg_left hq ha2.le
  linarith [hl (k 0), hl (k 1), hl (k 2)]
```

## Radial moments

Differentiating the primitive gives

$$F'(x)=\frac{(8c+3q)x^2+(3c+5r-3q)x^4+(c-r)x^6}{(1+x^2)^4}.$$

Also $F(0)=0$ and $F(x)\to c\pi/2$ as $x\to\infty$. If $g(y)=b\,F'(yb)$ is non-negative, then

$$\int_0^\infty g(y)\,dy=\frac{c\pi}{2}.$$

The proof turns on a pair of Mathlib theorems. `integrableOn_Ioi_deriv_of_nonneg'` says that a non-negative derivative is integrable on a half-line when its primitive has a finite limit at infinity. `integral_Ioi_of_hasDerivAt_of_nonneg'` then evaluates the integral as that limit minus the value at the left endpoint. One primitive thus supplies both convergence and value, with no separate dominating function. Convergence matters because Mathlib assigns the value zero to the integral of a non-integrable function.

```lean
/-- Integral over the half-line of a non-negative function whose primitive is
`radialPrimitive` at the scaled wave number `y * b`. -/
theorem radial_integral {b : ℝ} (hb : 0 < b) (c q r : ℝ) (g : ℝ → ℝ) (h0 : ∀ y, 0 ≤ g y)
    (hg : ∀ y, g y = ((8 * c + 3 * q) * (y * b) ^ 2 + (3 * c + 5 * r - 3 * q) * (y * b) ^ 4
      + (c - r) * (y * b) ^ 6) / (1 + (y * b) ^ 2) ^ 4 * b) :
    IntegrableOn g (Ioi 0) ∧ ∫ y in Ioi 0, g y = c * (π / 2) := by
  have hF : ∀ x : ℝ, HasDerivAt (radialPrimitive c q r)
      (((8 * c + 3 * q) * x ^ 2 + (3 * c + 5 * r - 3 * q) * x ^ 4
        + (c - r) * x ^ 6) / (1 + x ^ 2) ^ 4) x := fun x => by
    have hp : (1 + x ^ 2 : ℝ) ≠ 0 := by positivity
    have hN := (((hasDerivAt_id' x).const_mul (-c)).fun_add
      ((hasDerivAt_pow 3 x).const_mul q)).fun_add ((hasDerivAt_pow 5 x).const_mul r)
    have hD := ((hasDerivAt_pow 2 x).const_add 1).fun_pow 3
    refine (((Real.hasDerivAt_arctan x).const_mul c).fun_add
      (hN.fun_div hD (pow_ne_zero 3 hp))).congr_deriv ?_
    simp only [Nat.cast_ofNat, Nat.reduceSub]
    field_simp
    ring
  have hG : ∀ y : ℝ, HasDerivAt (fun y => radialPrimitive c q r (y * b)) (g y) y := fun y => by
    rw [hg y]
    exact (hF (y * b)).comp y (hasDerivAt_mul_const b)
  -- the rational part vanishes at infinity
  have hs : Tendsto (fun x : ℝ => (1 + x ^ 2)⁻¹) atTop (𝓝 0) := by
    refine squeeze_zero' (Eventually.of_forall fun x => by positivity) ?_ tendsto_inv_atTop_zero
    filter_upwards [eventually_gt_atTop 0] with x hx
    exact inv_anti₀ hx (by nlinarith [sq_nonneg (x - 1)])
  have ht : Tendsto (fun x : ℝ => x * (1 + x ^ 2)⁻¹) atTop (𝓝 0) := by
    refine squeeze_zero' ?_ ?_ tendsto_inv_atTop_zero
    · filter_upwards [eventually_gt_atTop 0] with x hx
      positivity
    · filter_upwards [eventually_gt_atTop 0] with x hx
      rw [← div_eq_mul_inv, inv_eq_one_div, div_le_div_iff₀ (by positivity) hx]
      nlinarith
  have hat : Tendsto Real.arctan atTop (𝓝 (π / 2)) :=
    Real.tendsto_arctan_atTop.mono_right nhdsWithin_le_nhds
  have hl := (hat.const_mul c).add ((((ht.mul (hs.pow 2)).const_mul (-c)).add
    ((ht.pow 3).const_mul q)).add ((ht.mul ((hs.const_sub 1).pow 2)).const_mul r))
  have hl' : Tendsto (radialPrimitive c q r) atTop (𝓝 _) := hl.congr fun x => by
    have hp : (1 + x ^ 2 : ℝ) ≠ 0 := by positivity
    have h1 : 1 - (1 + x ^ 2)⁻¹ = x ^ 2 * (1 + x ^ 2)⁻¹ := by
      linear_combination -(mul_inv_cancel₀ hp)
    simp only [radialPrimitive, h1, div_eq_mul_inv, ← inv_pow]
    ring
  have hlim : Tendsto (fun y => radialPrimitive c q r (y * b)) atTop (𝓝 (c * (π / 2))) := by
    have he : c * (π / 2) = c * (π / 2) +
        (-c * (0 * 0 ^ 2) + q * 0 ^ 3 + r * (0 * (1 - 0) ^ 2)) := by ring
    rw [he]
    exact hl'.comp (tendsto_id.atTop_mul_const hb)
  refine ⟨integrableOn_Ioi_deriv_of_nonneg' (fun y _ => hG y) (fun y _ => h0 y) hlim, ?_⟩
  rw [integral_Ioi_of_hasDerivAt_of_nonneg' (fun y _ => hG y) (fun y _ => h0 y) hlim]
  simp [radialPrimitive]
```

The coefficients are chosen so that only one power survives in the numerator:

| integrand | $c$ | $q$ | $r$ | integral |
|---|---|---|---|---|
| $y^2\rho_b$ | $\frac{1}{16b^3}$ | $\frac{1}{6b^3}$ | $\frac{1}{16b^3}$ | $\frac{\pi}{32b^3}$ |
| $y^4\rho_b$ | $\frac{1}{16b^5}$ | $-\frac{1}{6b^5}$ | $\frac{1}{16b^5}$ | $\frac{\pi}{32b^5}$ |
| $y^6\rho_b$ | $\frac{5}{16b^7}$ | $-\frac{5}{6b^7}$ | $-\frac{11}{16b^7}$ | $\frac{5\pi}{32b^7}$ |

```lean
/-- The radial 1s weight and its second and fourth moments are integrable, with
the stated values. -/
theorem radial_moments {b : ℝ} (hb : 0 < b) :
    (IntegrableOn (fun y => y ^ 2 * density b y) (Ioi 0) ∧
      ∫ y in Ioi 0, y ^ 2 * density b y = π / (32 * b ^ 3)) ∧
    (IntegrableOn (fun y => y ^ 2 * (y ^ 2 * density b y)) (Ioi 0) ∧
      ∫ y in Ioi 0, y ^ 2 * (y ^ 2 * density b y) = π / (32 * b ^ 5)) ∧
    (IntegrableOn (fun y => y ^ 2 * (y ^ 4 * density b y)) (Ioi 0) ∧
      ∫ y in Ioi 0, y ^ 2 * (y ^ 4 * density b y) = 5 * π / (32 * b ^ 7)) := by
  have h0 := radial_integral hb (1 / (16 * b ^ 3)) (1 / (6 * b ^ 3)) (1 / (16 * b ^ 3))
    (fun y => y ^ 2 * density b y) (fun y => by unfold density; positivity)
    (fun y => by simp only [density, mul_pow]; field_simp; ring)
  have h2 := radial_integral hb (1 / (16 * b ^ 5)) (-1 / (6 * b ^ 5)) (1 / (16 * b ^ 5))
    (fun y => y ^ 2 * (y ^ 2 * density b y)) (fun y => by unfold density; positivity)
    (fun y => by simp only [density, mul_pow]; field_simp; ring)
  have h4 := radial_integral hb (5 / (16 * b ^ 7)) (-5 / (6 * b ^ 7)) (-11 / (16 * b ^ 7))
    (fun y => y ^ 2 * (y ^ 4 * density b y)) (fun y => by unfold density; positivity)
    (fun y => by simp only [density, mul_pow]; field_simp; ring)
  exact ⟨⟨h0.1, h0.2.trans (by ring)⟩,
    ⟨h2.1, h2.2.trans (by ring)⟩, ⟨h4.1, h4.2.trans (by ring)⟩⟩
```

For an isotropic function $f$, spherical coordinates give

$$\int f(\|k\|)\,d^3k=4\pi\int_0^\infty y^2f(y)\,dy.$$

The code writes $4\pi$ as three times the volume of the unit ball, and carries integrability from the half-line to momentum space.

```lean
/-- Spherical coordinates: an isotropic integral over momentum space is a radial integral
with weight `y ^ 2`, times three unit-ball volumes. -/
theorem isotropic_integral (f : ℝ → ℝ) (h : IntegrableOn (fun y => y ^ 2 * f y) (Ioi 0)) :
    Integrable (fun k : Momentum => f ‖k‖) ∧ ∫ k : Momentum, f ‖k‖ =
      3 * volume.real (Metric.ball (0 : Momentum) 1) * ∫ y in Ioi 0, y ^ 2 * f y := by
  have hd : Module.finrank ℝ Momentum = 3 := by simp
  constructor
  · refine (integrable_fun_norm_addHaar (μ := (volume : Measure Momentum)) (f := f)).2 ?_
    simpa only [hd, Nat.reduceSub, smul_eq_mul] using h
  · rw [integral_fun_norm_addHaar (μ := (volume : Measure Momentum)) (f := f)]
    simp only [hd, Nat.reduceSub, smul_eq_mul, nsmul_eq_mul, Nat.cast_ofNat]
    ring
```

The angular factor cancels in the ratios:

$$\langle\|k\|^2\rangle_b=\frac{\pi/(32b^5)}{\pi/(32b^3)}=\frac1{b^2},\qquad
\langle\|k\|^4\rangle_b=\frac{5\pi/(32b^7)}{\pi/(32b^3)}=\frac5{b^4}.$$

```lean
/-- In the 1s state the means of `k ^ 2` and `k ^ 4` are `1 / b ^ 2` and `5 / b ^ 4`. -/
theorem mean_moments {b : ℝ} (hb : 0 < b) :
    mean b (fun k => ‖k‖ ^ 2) = 1 / b ^ 2 ∧ mean b (fun k => ‖k‖ ^ 4) = 5 / b ^ 4 := by
  obtain ⟨m0, m2, m4⟩ := radial_moments hb
  have hV : 0 < volume.real (Metric.ball (0 : Momentum) 1) :=
    ENNReal.toReal_pos (Metric.measure_ball_pos volume 0 one_pos).ne' measure_ball_lt_top.ne
  have e0 := (isotropic_integral (fun y => density b y) m0.1).2
  have e2 := (isotropic_integral (fun y => y ^ 2 * density b y) m2.1).2
  have e4 := (isotropic_integral (fun y => y ^ 4 * density b y) m4.1).2
  rw [m0.2] at e0
  rw [m2.2] at e2
  rw [m4.2] at e4
  have hpi := Real.pi_pos
  constructor
  · simp only [mean]
    rw [e2, e0]
    field_simp
  · simp only [mean]
    rw [e4, e0]
    field_simp
```

## The error in the mean

Multiplying the pointwise estimate by $\rho_b\ge0$, integrating and dividing by the normalisation gives

$$0\le\langle\|k\|^2\rangle_b-\langle T_a\rangle_b\le\frac{a^2}{12}\langle\|k\|^4\rangle_b.$$

The lattice integral converges because $0\le T_a\rho_b\le\|k\|^2\rho_b$. This is `hT` in the code; `integral_mono` then integrates the inequalities.

```lean
/-- The mean excess of the parabolic over the lattice kinetic energy is non-negative and at
most `a ^ 2 / 12` times the mean of `k ^ 4`. -/
theorem mean_parabolic_error {a b : ℝ} (ha : 0 < a) (hb : 0 < b) :
    0 ≤ mean b (fun k => ‖k‖ ^ 2) - mean b (latticeKinetic a) ∧
      mean b (fun k => ‖k‖ ^ 2) - mean b (latticeKinetic a) ≤
        a ^ 2 / 12 * mean b (fun k => ‖k‖ ^ 4) := by
  obtain ⟨-, m2, m4⟩ := radial_moments hb
  have h2 : Integrable (fun k : Momentum => ‖k‖ ^ 2 * density b ‖k‖) :=
    (isotropic_integral (fun y => y ^ 2 * density b y) m2.1).1
  have h4 : Integrable (fun k : Momentum => ‖k‖ ^ 4 * density b ‖k‖) :=
    (isotropic_integral (fun y => y ^ 4 * density b y) m4.1).1
  have hρ : ∀ k : Momentum, 0 ≤ density b ‖k‖ := fun k => by unfold density; positivity
  have hT0 : ∀ k, 0 ≤ latticeKinetic a k := fun k => Finset.sum_nonneg fun i _ =>
    div_nonneg (by linarith [Real.cos_le_one (k i * a)]) (sq_nonneg a)
  have hle : ∀ k : Momentum, latticeKinetic a k * density b ‖k‖ ≤ ‖k‖ ^ 2 * density b ‖k‖ :=
    fun k => mul_le_mul_of_nonneg_right (sub_nonneg.1 (parabolic_error ha k).1) (hρ k)
  have hcT : Continuous (latticeKinetic a) := by
    unfold latticeKinetic
    fun_prop
  have hcρ : Continuous (fun k : Momentum => density b ‖k‖) := by
    unfold density
    exact Continuous.inv₀ (by fun_prop) (fun k => by positivity)
  -- the density-weighted lattice energy is integrable: the weighted parabolic energy dominates it
  have hT : Integrable (fun k : Momentum => latticeKinetic a k * density b ‖k‖) :=
    h2.mono' (hcT.mul hcρ).aestronglyMeasurable (Eventually.of_forall fun k => by
      rw [Real.norm_of_nonneg (mul_nonneg (hT0 k) (hρ k))]
      exact hle k)
  have hZ : 0 ≤ ∫ k : Momentum, density b ‖k‖ := integral_nonneg hρ
  have hlow := integral_mono hT h2 hle
  have hup : (∫ k : Momentum, ‖k‖ ^ 2 * density b ‖k‖)
      - ∫ k : Momentum, latticeKinetic a k * density b ‖k‖
      ≤ a ^ 2 / 12 * ∫ k : Momentum, ‖k‖ ^ 4 * density b ‖k‖ := by
    rw [← integral_sub h2 hT, ← integral_const_mul]
    refine integral_mono (h2.sub hT) (h4.const_mul _) fun k => ?_
    have key : ‖k‖ ^ 2 * density b ‖k‖ - latticeKinetic a k * density b ‖k‖
        ≤ a ^ 2 / 12 * (‖k‖ ^ 4 * density b ‖k‖) := by
      have h := mul_le_mul_of_nonneg_right (parabolic_error ha k).2 (hρ k)
      linarith
    exact key
  simp only [mean]
  rw [← sub_div, ← mul_div_assoc]
  exact ⟨div_nonneg (sub_nonneg.2 hlow) hZ, div_le_div_of_nonneg_right hup hZ⟩
```

Inserting the two moments and dividing by $\langle\|k\|^2\rangle_b=1/b^2$ gives

$$0\le\frac{\langle\|k\|^2\rangle_b-\langle T_a\rangle_b}{\langle\|k\|^2\rangle_b}
\le\frac{a^2}{12}\cdot\frac{5}{b^4}\cdot b^2=\frac{5a^2}{12b^2}.$$

The theorem assumes only $a>0$ and $b>0$. The parabola never underestimates the mean kinetic energy in this state.

```lean
/-- For a 1s exciton of radius `b` on a lattice of spacing `a`, the relative error of the
parabolic mean kinetic energy lies between `0` and `5 * a ^ 2 / (12 * b ^ 2)`. -/
theorem relative_parabolic_error {a b : ℝ} (ha : 0 < a) (hb : 0 < b) :
    0 ≤ (mean b (fun k => ‖k‖ ^ 2) - mean b (latticeKinetic a)) / mean b (fun k => ‖k‖ ^ 2) ∧
      (mean b (fun k => ‖k‖ ^ 2) - mean b (latticeKinetic a)) / mean b (fun k => ‖k‖ ^ 2)
        ≤ 5 * a ^ 2 / (12 * b ^ 2) := by
  have h := mean_parabolic_error ha hb
  rw [(mean_moments hb).2, (mean_moments hb).1] at h
  rw [(mean_moments hb).1]
  refine ⟨div_nonneg h.1 (by positivity), ?_⟩
  rw [div_le_iff₀ (by positivity)]
  exact h.2.trans_eq (by field_simp)
```

## Large exciton radius

At fixed $a$, the bound tends to zero as $b\to\infty$. The ratio of the means is one minus the relative error, so

$$\frac{\langle T_a\rangle_b}{\langle\|k\|^2\rangle_b}\longrightarrow1.$$

The code squeezes the relative error between zero and the bound, then subtracts it from one. This is the kinetic-energy part of the Wannier-Mott limit, for a prescribed 1s state; convergence of exciton binding energies or wavefunctions to the hydrogenic ones is a different question, which also involves the electron-hole interaction.

```lean
/-- At fixed lattice spacing, the ratio of the lattice to the parabolic mean kinetic energy in the
1s state tends to one as the exciton radius grows. -/
theorem wannier_mott_limit {a : ℝ} (ha : 0 < a) :
    Tendsto (fun b => mean b (latticeKinetic a) / mean b (fun k => ‖k‖ ^ 2)) atTop (𝓝 1) := by
  have hz : Tendsto (fun b : ℝ => 5 * a ^ 2 / (12 * b ^ 2)) atTop (𝓝 0) :=
    ((tendsto_pow_atTop two_ne_zero).const_mul_atTop (by norm_num)).const_div_atTop _
  have h := (squeeze_zero'
    ((eventually_gt_atTop 0).mono fun b hb => (relative_parabolic_error ha hb).1)
    ((eventually_gt_atTop 0).mono fun b hb => (relative_parabolic_error ha hb).2) hz).const_sub 1
  rw [sub_zero] at h
  refine h.congr' ((eventually_gt_atTop 0).mono fun b hb => ?_)
  have hm : mean b (fun k => ‖k‖ ^ 2) ≠ 0 := by
    rw [(mean_moments hb).1]
    positivity
  rw [sub_div, div_self hm]
  ring

end

end WannierMottParabolic
```

```lean
#print axioms WannierMottParabolic.relative_parabolic_error
#print axioms WannierMottParabolic.wannier_mott_limit
```

```
'WannierMottParabolic.relative_parabolic_error' depends on axioms: [propext, Classical.choice, Quot.sound]
'WannierMottParabolic.wannier_mott_limit' depends on axioms: [propext, Classical.choice, Quot.sound]
```
